# Slater's half-occupation rule is exact for energies quadratic in the occupations

When an electron is promoted from a filled orbital $i$ to an empty orbital $j$, the orbital energies shift as the charge moves. The difference $e_j-e_i$ in the initial state is therefore generally not the excitation energy. Slater's transition state evaluates that difference with half an electron in each of the two orbitals. I understand that this gives the total-energy difference exactly if the energy is quadratic in the occupations. Can that be made rigorous and checked in Lean, including the role of a symmetric interaction and the error from a cubic term?

## The midpoint removes the quadratic error

Yes. Orbitals here are spin orbitals, each filled by one electron. Let $f$ be the vector of occupations of finitely many orbitals, $b$ a real vector and $A$ a real matrix. Define the energy and the orbital energies by
$$E(f)=b\cdot f+\tfrac12 f\cdot Af,\qquad e(f)=b+Af.$$

For two occupation vectors $x$ and $y$,
$$E(y)-E(x)=b\cdot(y-x)+\tfrac12(y\cdot Ay-x\cdot Ax),$$
$$e\!\left(\tfrac{x+y}{2}\right)\cdot(y-x)=b\cdot(y-x)+\tfrac12(y\cdot Ay-x\cdot Ax+y\cdot Ax-x\cdot Ay).$$
If $A$ is symmetric, the last two terms cancel and the right-hand sides agree.

Conversely, suppose they agree for all $x,y$. Take $x=p-q$ and $y=p+q$, with midpoint $p$. The rule becomes
$$2b\cdot q+p\cdot Aq+q\cdot Ap=2b\cdot q+2q\cdot Ap,$$
so $p\cdot Aq=q\cdot Ap$. Let $u_k$ be the unit vector of orbital $k$. Choosing $p=u_j$, $q=u_i$ gives $A_{ji}=A_{ij}$.

From here on, $A$ is symmetric. For the promotion, set $d=u_j-u_i$ and $y=x+d$. If $x_i=1$ and $x_j=0$, the midpoint $m=x+\tfrac12 d$ has $m_i=m_j=\tfrac12$, and
$$E(x+d)-E(x)=e(m)\cdot d=e_j(m)-e_i(m).$$
Removing an electron from $i$ means $y=x-u_i$, which costs $-e_i(x-\tfrac12u_i)$.

To see what the initial orbital energies miss, expand along any direction $d$, using symmetry to combine the cross terms:
$$E(f+td)=E(f)+t\,e(f)\cdot d+\tfrac{t^2}{2}\,d\cdot Ad.$$
With $d=u_i$, the derivative at $t=0$ is $e_i(f)$. With $f=x$, $d=u_j-u_i$ and $t=1$,
$$E(x+d)-E(x)=e_j(x)-e_i(x)+\tfrac12(A_{ii}+A_{jj}-2A_{ij}).$$

For a single orbital, $A$ is a number. Emptying it from $f=1$ costs $-(b+A/2)$, which is minus the orbital energy at $f=\tfrac12$. The orbital energy at $f=1$ would give $-(b+A)$ instead.

Finally, let the energy along a transfer of charge $t$ be $g(t)=c_0+c_1t+c_2t^2+c_3t^3$. Then
$$g(1)-g(0)=c_1+c_2+c_3,\qquad g'(\tfrac12)=c_1+c_2+\tfrac34c_3,$$
so the half-transfer slope misses the energy change by $c_3/4$.

Here is the complete Lean file.

```lean
import Mathlib

open Matrix

namespace SlaterTransitionState

noncomputable section

variable {ι : Type*} [Fintype ι]

/-- The energy `b·f + ½ f·Af` as a quadratic function of the orbital occupations `f`. -/
def energy (b : ι → ℝ) (A : Matrix ι ι ℝ) (f : ι → ℝ) : ℝ :=
  b ⬝ᵥ f + (1 / 2) * (f ⬝ᵥ A *ᵥ f)

/-- The orbital energies `b + Af` at occupations `f`. -/
def level (b : ι → ℝ) (A : Matrix ι ι ℝ) (f : ι → ℝ) : ι → ℝ :=
  b + A *ᵥ f

/-- For a symmetric interaction matrix the interaction of two occupation vectors
does not depend on their order. -/
theorem interaction_comm {A : Matrix ι ι ℝ} (hA : A.IsSymm) (u v : ι → ℝ) :
    u ⬝ᵥ A *ᵥ v = v ⬝ᵥ A *ᵥ u := by
  rw [Matrix.dotProduct_mulVec, ← Matrix.mulVec_transpose, hA.eq, dotProduct_comm]

/-- For a symmetric interaction matrix, the energy after a change `t d` of the occupations is the
initial energy, plus a linear term given by the orbital energies, plus a quadratic term given by the
interaction. -/
theorem energy_shift (b : ι → ℝ) {A : Matrix ι ι ℝ} (hA : A.IsSymm) (f d : ι → ℝ) (t : ℝ) :
    energy b A (f + t • d) =
      energy b A f + t * (level b A f ⬝ᵥ d) + t ^ 2 * ((1 / 2) * (d ⬝ᵥ A *ᵥ d)) := by
  simp only [energy, level, Matrix.mulVec_add, Matrix.mulVec_smul, add_dotProduct,
    dotProduct_add, smul_dotProduct, dotProduct_smul, smul_eq_mul]
  linear_combination (t / 2) * interaction_comm hA f d - t * dotProduct_comm (A *ᵥ f) d

/-- For a symmetric interaction matrix, the energy difference between two occupation vectors is the
change of occupations weighted with the orbital energies at the midpoint. -/
theorem energy_sub_eq_midpoint (b : ι → ℝ) {A : Matrix ι ι ℝ} (hA : A.IsSymm)
    (x y : ι → ℝ) :
    energy b A y - energy b A x = level b A ((1 / 2 : ℝ) • (x + y)) ⬝ᵥ (y - x) := by
  simp only [energy, level, Matrix.mulVec_add, Matrix.mulVec_smul, add_dotProduct,
    dotProduct_sub, smul_dotProduct, smul_eq_mul]
  -- the cross terms cancel because the interaction is symmetric
  linear_combination (1 / 2) * interaction_comm hA x y
    - (1 / 2) * dotProduct_comm (A *ᵥ y) y + (1 / 2) * dotProduct_comm (A *ᵥ x) x
    - (1 / 2) * dotProduct_comm (A *ᵥ x) y + (1 / 2) * dotProduct_comm (A *ᵥ y) x

variable [DecidableEq ι]

/-- The bilinear form of `A`, evaluated on the unit vectors of orbitals `k` and `l`, is the matrix
element `A k l`. -/
lemma interaction_single (A : Matrix ι ι ℝ) (k l : ι) :
    Pi.single k (1 : ℝ) ⬝ᵥ A *ᵥ Pi.single l (1 : ℝ) = A k l := by
  simp

/-- The midpoint rule with the levels `b + Af` holds for all pairs of occupation vectors
exactly when the interaction matrix is symmetric. -/
theorem midpoint_rule_iff_isSymm (b : ι → ℝ) (A : Matrix ι ι ℝ) :
    (∀ x y : ι → ℝ, energy b A y - energy b A x =
      level b A ((1 / 2 : ℝ) • (x + y)) ⬝ᵥ (y - x)) ↔ A.IsSymm := by
  refine ⟨fun h => ?_, fun hA => energy_sub_eq_midpoint b hA⟩
  -- compare the states p - q and p + q, whose midpoint is p
  have key : ∀ p q : ι → ℝ, p ⬝ᵥ A *ᵥ q = q ⬝ᵥ A *ᵥ p := by
    intro p q
    have hpq := h (p - q) (p + q)
    simp only [energy, level, Matrix.mulVec_add, Matrix.mulVec_sub, Matrix.mulVec_smul,
      add_dotProduct, sub_dotProduct, dotProduct_add, dotProduct_sub, smul_dotProduct,
      smul_eq_mul] at hpq
    linarith [dotProduct_comm (A *ᵥ p) q]
  refine Matrix.IsSymm.ext fun i j => ?_
  have hij := key (Pi.single j 1) (Pi.single i 1)
  rwa [interaction_single, interaction_single] at hij

/-- For a symmetric interaction matrix, the derivative of the quadratic energy with respect to the
occupation of orbital `i` is the energy of that orbital. -/
theorem janak (b : ι → ℝ) {A : Matrix ι ι ℝ} (hA : A.IsSymm) (f : ι → ℝ) (i : ι) :
    HasDerivAt (fun t : ℝ => energy b A (f + t • Pi.single i (1 : ℝ))) (level b A f i) 0 := by
  simp only [energy_shift b hA, dotProduct_single_one]
  have h := (((hasDerivAt_id' (0 : ℝ)).mul_const (level b A f i)).const_add
    (energy b A f)).fun_add (((hasDerivAt_id' (0 : ℝ)).fun_pow 2).mul_const
      ((1 / 2) * (Pi.single i (1 : ℝ) ⬝ᵥ A *ᵥ Pi.single i (1 : ℝ))))
  exact h.congr_deriv (by simp)

/-- The occupations after a charge `s` has been moved from orbital `i` to orbital `j`. -/
def transfer (x : ι → ℝ) (i j : ι) (s : ℝ) : ι → ℝ :=
  x + s • (Pi.single j (1 : ℝ) - Pi.single i (1 : ℝ))

/-- Slater's transition state for the quadratic energy with a symmetric interaction matrix: when an
electron is promoted from a filled orbital `i` to an empty orbital `j`, the half transfer leaves
both orbitals half occupied, and the excitation energy is the difference of their orbital energies
there. -/
theorem slater_transition_state (b : ι → ℝ) {A : Matrix ι ι ℝ} (hA : A.IsSymm)
    (x : ι → ℝ) {i j : ι} (hij : i ≠ j) (hi : x i = 1) (hj : x j = 0) :
    transfer x i j (1 / 2) i = 1 / 2 ∧ transfer x i j (1 / 2) j = 1 / 2 ∧
      energy b A (transfer x i j 1) - energy b A x =
        level b A (transfer x i j (1 / 2)) j - level b A (transfer x i j (1 / 2)) i := by
  refine ⟨?_, ?_, ?_⟩
  · norm_num [transfer, Pi.single_apply, hij, hij.symm, hi]
  · norm_num [transfer, Pi.single_apply, hij, hij.symm, hj]
  · -- the half transfer is the midpoint of the initial and the final state
    have hm : (1 / 2 : ℝ) • (x + transfer x i j 1) = transfer x i j (1 / 2) := by
      unfold transfer
      module
    have hd : transfer x i j 1 - x = Pi.single j (1 : ℝ) - Pi.single i (1 : ℝ) := by
      unfold transfer
      module
    rw [energy_sub_eq_midpoint b hA, hm, hd, dotProduct_sub, dotProduct_single_one,
      dotProduct_single_one]

/-- For a symmetric interaction matrix, the energy for removing one electron from orbital `i` is
minus the energy of that orbital after half an electron has been removed from it. -/
theorem ionization_energy (b : ι → ℝ) {A : Matrix ι ι ℝ} (hA : A.IsSymm)
    (x : ι → ℝ) (i : ι) :
    energy b A (x - Pi.single i (1 : ℝ)) - energy b A x =
      -level b A (x - (1 / 2 : ℝ) • Pi.single i (1 : ℝ)) i := by
  have hm : (1 / 2 : ℝ) • (x + (x - Pi.single i (1 : ℝ))) =
      x - (1 / 2 : ℝ) • Pi.single i (1 : ℝ) := by module
  have hd : x - Pi.single i (1 : ℝ) - x = -Pi.single i (1 : ℝ) := by abel
  rw [energy_sub_eq_midpoint b hA, hm, hd, dotProduct_neg, dotProduct_single_one]

/-- For a symmetric interaction matrix, the energy change when a unit charge is moved from orbital
`i` to orbital `j` is the difference of their orbital energies in the initial state plus the
second-order term `½ (A i i + A j j - 2 A i j)`. -/
theorem excitation_from_initial_levels (b : ι → ℝ) {A : Matrix ι ι ℝ} (hA : A.IsSymm)
    (x : ι → ℝ) (i j : ι) :
    energy b A (transfer x i j 1) - energy b A x =
      level b A x j - level b A x i + (1 / 2) * (A i i + A j j - 2 * A i j) := by
  have h := energy_shift b hA x (Pi.single j (1 : ℝ) - Pi.single i (1 : ℝ)) 1
  simp only [Matrix.mulVec_sub, dotProduct_sub, sub_dotProduct, interaction_single,
    dotProduct_single_one] at h
  unfold transfer
  linarith [hA.apply i j]

/-- An energy that is a cubic polynomial in the transferred charge `t`. -/
def cubicEnergy (c₀ c₁ c₂ c₃ t : ℝ) : ℝ :=
  c₀ + c₁ * t + c₂ * t ^ 2 + c₃ * t ^ 3

/-- For a cubic energy the full energy change differs from the slope at half transfer by one
quarter of the cubic coefficient. -/
theorem cubic_error (c₀ c₁ c₂ c₃ e : ℝ)
    (he : HasDerivAt (cubicEnergy c₀ c₁ c₂ c₃) e (1 / 2)) :
    cubicEnergy c₀ c₁ c₂ c₃ 1 - cubicEnergy c₀ c₁ c₂ c₃ 0 = e + c₃ / 4 := by
  have hd : HasDerivAt (cubicEnergy c₀ c₁ c₂ c₃) (c₁ + c₂ + 3 / 4 * c₃) (1 / 2) := by
    have h := ((((hasDerivAt_id' (1 / 2 : ℝ)).const_mul c₁).const_add c₀).fun_add
      (((hasDerivAt_id' (1 / 2 : ℝ)).fun_pow 2).const_mul c₂)).fun_add
      (((hasDerivAt_id' (1 / 2 : ℝ)).fun_pow 3).const_mul c₃)
    exact h.congr_deriv (by norm_num; ring)
  rw [he.unique hd]
  unfold cubicEnergy
  ring

end

end SlaterTransitionState
```

```lean
#print axioms SlaterTransitionState.midpoint_rule_iff_isSymm
-- 'SlaterTransitionState.midpoint_rule_iff_isSymm' depends on axioms: [propext, Classical.choice, Quot.sound]
#print axioms SlaterTransitionState.slater_transition_state
-- 'SlaterTransitionState.slater_transition_state' depends on axioms: [propext, Classical.choice, Quot.sound]
#print axioms SlaterTransitionState.excitation_from_initial_levels
-- 'SlaterTransitionState.excitation_from_initial_levels' depends on axioms: [propext, Classical.choice, Quot.sound]
#print axioms SlaterTransitionState.cubic_error
-- 'SlaterTransitionState.cubic_error' depends on axioms: [propext, Classical.choice, Quot.sound]
```

## Orbitals, occupations and levels in Lean

The finite type `ι` labels the orbitals, and an occupation vector is a function `ι → ℝ`. Values outside $[0,1]$ are allowed, so the identities hold for physical occupations in particular. `energy` and `level` are $E$ and $e$; `⬝ᵥ` is the dot product, `*ᵥ` applies a matrix to a vector, and `Pi.single i 1` is $u_i$. `transfer x i j s` moves charge `s` from `i` to `j`.

The hypothesis `hA : A.IsSymm` says that the interaction is reciprocal: occupying $j$ shifts the level of $i$ as much as occupying $i$ shifts the level of $j$. In `midpoint_rule_iff_isSymm` this is equivalent to the midpoint rule for the levels $b+Af$. The energy itself sees only the symmetric part of $A$, so the converse constrains how the levels are defined.

`slater_transition_state` assumes distinct orbitals with `x i = 1` and `x j = 0`, and concludes both the half occupations and the excitation energy. The filling conditions serve only the half occupations.

The coefficients $b$ and $A$ are given and constant. The file does not derive them from a density functional, and its levels are not obtained as eigenvalues of a self-consistent Hamiltonian. Accordingly, `janak` is the derivative relation for this quadratic model, not Janak's theorem for Kohn–Sham theory. `cubic_error` concerns a separate one-variable polynomial, with `e` its derivative at one half.

In electronic-structure practice, a half-occupied calculation can stand in for a difference of two total energies; the equality is exact here because the model energy is quadratic with fixed coefficients.

## How the proofs follow the algebra

`interaction_comm` proves $u\cdot Av=v\cdot Au$ by moving $A$ to the other side of the dot product as its transpose. `energy_shift` and `energy_sub_eq_midpoint` expand both sides with `simp only`; `linear_combination` then supplies this symmetry together with reorderings of dot products.

In `midpoint_rule_iff_isSymm`, the step `key` inserts $p-q$ and $p+q$ into the assumed rule, and `linarith` extracts $p\cdot Aq=q\cdot Ap$. The lemma `interaction_single` turns this into an equality of matrix elements.

`janak` rewrites the energy with `energy_shift` and differentiates the resulting polynomial in $t$. In `slater_transition_state`, `norm_num` computes the two half occupations, `hm` identifies the half transfer as the midpoint, and `hd` identifies the change as $u_j-u_i$. The midpoint rule then gives the level difference. `ionization_energy` follows the same pattern with change $-u_i$.

`excitation_from_initial_levels` uses `energy_shift` at $t=1$ and merges $A_{ij}$ with $A_{ji}$. For `cubic_error`, the derivative at one half is computed explicitly, uniqueness of derivatives identifies it with `e`, and `ring` finishes the subtraction.
